# Closed-form poles of the particle-hole symmetric two-site Anderson model for U, V > 0

An impurity orbital with repulsion U exchanges electrons with a single bath orbital through a hybridisation V. At which energies can an electron be added to or removed from the impurity? With the bath level at zero and the impurity level at −U/2, the constant Hartree shift U/2 cancels the impurity level, and the zero-temperature inverse impurity Green's function at real energy w is

G⁻¹(w) = w − V²/w − Σ(w), Σ(w) = (U²/4) w / (w² − 9V²).

The self-energy Σ has poles at ±3V, the energy of three excitations of the non-interacting dimer, each costing V. The factor U²/4 is its total weight at half filling.

## Four energies and their weights

Let r = √(U²/4 + 4V²) and s = √(U²/4 + 16V²). For U, V > 0 the zeros of G⁻¹ away from 0 and ±3V are exactly ±a and ±b, with

a = (s + r)/2, b = (s − r)/2, 0 < b < V, a > 3V.

The pole weights, A at each of ±a and B at each of ±b, are positive and satisfy 2A + 2B = 1:

A = (a² − 9V²) / (2(a² − b²)), B = (9V² − b²) / (2(a² − b²)).

## Checking a two-site solver

An exact-diagonalisation impurity solver, run at zero temperature with one bath level at zero and the impurity level at −U/2, can be compared with these positions and weights. A code that uses the closed form instead of a root search relies on the list being complete. For U much larger than V, s − r subtracts nearly equal numbers; computing b as 3V²/a avoids the cancellation.

The condition U > 0 matters. At U = 0, V = 1 the formulas give a = 3 and b = 1, but G⁻¹ = w − 1/w vanishes only at ±1. The outer pair has weight A = 0 and should be discarded.

## From the self-energy to a quartic

The definitions of a and b give

ab = (s² − r²)/4 = 3V²,
a² + b² = (s² + r²)/2 = U²/4 + 10V².

Multiplying G⁻¹ by w(w² − 9V²) therefore gives

Q(w) = (w² − V²)(w² − 9V²) − U²w²/4
= w⁴ − (U²/4 + 10V²)w² + 9V⁴
= (w² − a²)(w² − b²).

Since Q(0) = 9V⁴ and Q(±3V) = −9U²V²/4 are nonzero, no root is lost at an excluded energy. Since Q(V) = −U²V²/4 < 0, V lies between b and a. Also b > 0 because s > r, so a = 3V²/b > 3V, and the four roots are distinct.

For the weights, G = w(w² − 9V²)/Q(w). Its residue is A at each of ±a and B at each of ±b, and the four residues add up to (a² − b²)/(a² − b²) = 1.

The energies also follow from the Hamiltonian. Its one-electron levels E₁ and nonzero two-electron singlet levels E₂ obey

E₁(E₁ + U/2) = V², so E₁ = −U/4 ± r/2,
E₂(E₂ + U/2) = 4V², so E₂ = −U/4 ± s/2.

Each difference E₁ − E₂ is thus one of ±a, ±b. At zero temperature the transitions start from the ground state, E₂ = −U/4 − s/2. Removing an electron from it gives the poles E₂ − E₁ = −a and −b, and particle-hole symmetry puts the poles for adding one at a and b. The omitted singlet level, E₂ = 0, is the odd combination of the two doubly occupied configurations, not the ground state.

## Lean definitions and proofs

```lean
import Mathlib

open Matrix

namespace TwoSiteAnderson

noncomputable section

/-- Impurity self-energy of the symmetric two-site Anderson model, for `w ≠ ±3V`. -/
def selfEnergy (U V w : ℝ) : ℝ := U ^ 2 / 4 * w / (w ^ 2 - 9 * V ^ 2)

/-- Inverse impurity Green's function with one bath level at zero energy,
for `w ≠ 0` and `w ≠ ±3V`. -/
def invGreen (U V w : ℝ) : ℝ := w - V ^ 2 / w - selfEnergy U V w

/-- Real zeros of the inverse Green's function away from `0` and `±3V`. -/
def greenPoles (U V : ℝ) : Set ℝ :=
  {w | w ≠ 0 ∧ w ≠ 3 * V ∧ w ≠ -(3 * V) ∧ invGreen U V w = 0}

/-- The outer pole energy `(s + r)/2`, with `r² = U²/4 + 4V²` and `s² = U²/4 + 16V²`. -/
def outerPole (U V : ℝ) : ℝ :=
  (√(U ^ 2 / 4 + 16 * V ^ 2) + √(U ^ 2 / 4 + 4 * V ^ 2)) / 2

/-- The inner pole energy `(s - r)/2`, with the same `r` and `s`. -/
def innerPole (U V : ℝ) : ℝ :=
  (√(U ^ 2 / 4 + 16 * V ^ 2) - √(U ^ 2 / 4 + 4 * V ^ 2)) / 2

/-- The product of the two pole energies is `3V²`, and their squares add up to
`U²/4 + 10V²`. -/
theorem pole_relations (U V : ℝ) :
    outerPole U V * innerPole U V = 3 * V ^ 2 ∧
    outerPole U V ^ 2 + innerPole U V ^ 2 = U ^ 2 / 4 + 10 * V ^ 2 := by
  have hs : √(U ^ 2 / 4 + 16 * V ^ 2) ^ 2 = U ^ 2 / 4 + 16 * V ^ 2 :=
    Real.sq_sqrt (by positivity)
  have hr : √(U ^ 2 / 4 + 4 * V ^ 2) ^ 2 = U ^ 2 / 4 + 4 * V ^ 2 :=
    Real.sq_sqrt (by positivity)
  unfold outerPole innerPole
  constructor
  · linear_combination (1 / 4) * hs - (1 / 4) * hr
  · linear_combination (1 / 2) * hs + (1 / 2) * hr

/-- The quartic with roots at plus and minus the two pole energies, written with `U` and `V`. -/
theorem quartic_eq (U V w : ℝ) :
    (w ^ 2 - outerPole U V ^ 2) * (w ^ 2 - innerPole U V ^ 2) =
      (w ^ 2 - V ^ 2) * (w ^ 2 - 9 * V ^ 2) - U ^ 2 / 4 * w ^ 2 := by
  obtain ⟨hp, hq⟩ := pole_relations U V
  linear_combination (-w ^ 2) * hq + (outerPole U V * innerPole U V + 3 * V ^ 2) * hp

/-- The inverse Green's function as a ratio of factorised polynomials. -/
theorem invGreen_factor (U V w : ℝ) (h0 : w ≠ 0) (h9 : w ^ 2 - 9 * V ^ 2 ≠ 0) :
    invGreen U V w =
      (w ^ 2 - outerPole U V ^ 2) * (w ^ 2 - innerPole U V ^ 2) /
        (w * (w ^ 2 - 9 * V ^ 2)) := by
  rw [quartic_eq, eq_div_iff (mul_ne_zero h0 h9)]
  have h1 : V ^ 2 / w * w = V ^ 2 := div_mul_cancel₀ _ h0
  have h2 : selfEnergy U V w * (w ^ 2 - 9 * V ^ 2) = U ^ 2 / 4 * w :=
    div_mul_cancel₀ _ h9
  unfold invGreen
  linear_combination (-(w ^ 2 - 9 * V ^ 2)) * h1 - w * h2

/-- For `U, V > 0` an energy is a pole exactly when it solves the quartic equation. -/
theorem mem_greenPoles_iff {U V : ℝ} (hU : 0 < U) (hV : 0 < V) (w : ℝ) :
    w ∈ greenPoles U V ↔
      (w ^ 2 - outerPole U V ^ 2) * (w ^ 2 - innerPole U V ^ 2) = 0 := by
  have h9 : w ≠ 3 * V → w ≠ -(3 * V) → w ^ 2 - 9 * V ^ 2 ≠ 0 := by
    intro h3 h3' h
    have hm : (w - 3 * V) * (w + 3 * V) = 0 := by linear_combination h
    rcases mul_eq_zero.mp hm with h | h
    · exact h3 (by linarith)
    · exact h3' (by linarith)
  constructor
  · rintro ⟨h0, h3, h3', h⟩
    rw [invGreen_factor U V w h0 (h9 h3 h3')] at h
    exact (div_eq_zero_iff.mp h).resolve_right (mul_ne_zero h0 (h9 h3 h3'))
  · intro h
    -- the quartic does not vanish at the excluded energies
    have hq := h
    rw [quartic_eq] at hq
    have hV4 : 0 < V ^ 4 := by positivity
    have hUV : 0 < U ^ 2 * V ^ 2 := by positivity
    have h0 : w ≠ 0 := by
      rintro rfl
      nlinarith
    have h3 : w ≠ 3 * V := by
      rintro rfl
      nlinarith
    have h3' : w ≠ -(3 * V) := by
      rintro rfl
      nlinarith
    refine ⟨h0, h3, h3', ?_⟩
    rw [invGreen_factor U V w h0 (h9 h3 h3'), h, zero_div]

/-- For `U, V > 0` the inner pole energy lies between `0` and `V`, and the outer one
above `3V`. -/
theorem pole_bounds {U V : ℝ} (hU : 0 < U) (hV : 0 < V) :
    0 < innerPole U V ∧ innerPole U V < V ∧ 3 * V < outerPole U V := by
  have hlt : √(U ^ 2 / 4 + 4 * V ^ 2) < √(U ^ 2 / 4 + 16 * V ^ 2) :=
    Real.sqrt_lt_sqrt (by positivity) (by nlinarith [pow_pos hV 2])
  have hr : 0 < √(U ^ 2 / 4 + 4 * V ^ 2) := Real.sqrt_pos.mpr (by positivity)
  have hi : 0 < innerPole U V := by unfold innerPole; linarith
  have hio : innerPole U V < outerPole U V := by
    unfold innerPole outerPole; linarith
  have hp := (pole_relations U V).1
  -- at `w = V` the quartic is negative, so `V` separates the two poles
  have hiV : innerPole U V < V := by
    by_contra hc
    have hc' : V ≤ innerPole U V := not_lt.mp hc
    have h1 : 0 ≤ innerPole U V ^ 2 - V ^ 2 := by nlinarith
    have h2 : 0 ≤ outerPole U V ^ 2 - V ^ 2 := by nlinarith
    have h3 := mul_nonneg h2 h1
    have h4 := quartic_eq U V V
    have h5 : 0 < U ^ 2 * V ^ 2 := by positivity
    linarith
  refine ⟨hi, hiV, ?_⟩
  by_contra hc
  have h1 := mul_le_mul_of_nonneg_right (not_lt.mp hc) hi.le
  have h2 := mul_pos hV (sub_pos.mpr hiV)
  linarith

/-- For `U, V > 0` the impurity Green's function has exactly four real poles away from `0`
and `±3V`: plus and minus the outer and the inner pole energy, all distinct. -/
theorem greenPoles_eq {U V : ℝ} (hU : 0 < U) (hV : 0 < V) :
    greenPoles U V = {-outerPole U V, -innerPole U V, innerPole U V, outerPole U V} ∧
    -outerPole U V < -innerPole U V ∧ -innerPole U V < innerPole U V ∧
    innerPole U V < outerPole U V := by
  obtain ⟨hi, hiV, ho⟩ := pole_bounds hU hV
  refine ⟨?_, by linarith, by linarith, by linarith⟩
  ext w
  rw [mem_greenPoles_iff hU hV, mul_eq_zero, sub_eq_zero, sub_eq_zero,
    sq_eq_sq_iff_eq_or_eq_neg, sq_eq_sq_iff_eq_or_eq_neg]
  simp only [Set.mem_insert_iff, Set.mem_singleton_iff]
  tauto

/-- Spectral weight of each outer pole, for `U` and `V` not both zero. -/
def outerWeight (U V : ℝ) : ℝ :=
  (outerPole U V ^ 2 - 9 * V ^ 2) / (2 * (outerPole U V ^ 2 - innerPole U V ^ 2))

/-- Spectral weight of each inner pole, for `U` and `V` not both zero. -/
def innerWeight (U V : ℝ) : ℝ :=
  (9 * V ^ 2 - innerPole U V ^ 2) / (2 * (outerPole U V ^ 2 - innerPole U V ^ 2))

/-- For `U, V > 0` the spectral weights are positive and the four of them add up to one. -/
theorem weights_pos_sum {U V : ℝ} (hU : 0 < U) (hV : 0 < V) :
    0 < outerWeight U V ∧ 0 < innerWeight U V ∧
    2 * outerWeight U V + 2 * innerWeight U V = 1 := by
  obtain ⟨hi, hiV, ho⟩ := pole_bounds hU hV
  have h1 : 0 < outerPole U V ^ 2 - 9 * V ^ 2 := by nlinarith
  have h2 : 0 < 9 * V ^ 2 - innerPole U V ^ 2 := by nlinarith
  have hD : 0 < outerPole U V ^ 2 - innerPole U V ^ 2 := by linarith
  refine ⟨div_pos h1 (by linarith), div_pos h2 (by linarith), ?_⟩
  have hD' := hD.ne'
  unfold outerWeight innerWeight
  rw [← mul_add, ← add_div, mul_div_assoc', div_eq_one_iff_eq (by linarith)]
  ring

/-- For `U, V > 0` the sum of four simple poles with these weights is the reciprocal of the inverse
Green's function, at every energy where both are defined and `w ≠ 0`. -/
theorem green_partial_fractions {U V w : ℝ} (hU : 0 < U) (hV : 0 < V) (h0 : w ≠ 0)
    (h9 : w ^ 2 - 9 * V ^ 2 ≠ 0) (ho : w ^ 2 - outerPole U V ^ 2 ≠ 0)
    (hi : w ^ 2 - innerPole U V ^ 2 ≠ 0) :
    invGreen U V w *
      (outerWeight U V * (1 / (w - outerPole U V) + 1 / (w + outerPole U V)) +
       innerWeight U V * (1 / (w - innerPole U V) + 1 / (w + innerPole U V))) = 1 := by
  -- combine the poles at `p` and `-p`
  have pair : ∀ p : ℝ, w ^ 2 - p ^ 2 ≠ 0 →
      1 / (w - p) + 1 / (w + p) = 2 * w / (w ^ 2 - p ^ 2) := by
    intro p hp
    have e1 : w - p ≠ 0 := fun h => hp (by linear_combination (w + p) * h)
    have e2 : w + p ≠ 0 := fun h => hp (by linear_combination (w - p) * h)
    rw [div_add_div _ _ e1 e2, div_eq_div_iff (mul_ne_zero e1 e2) hp]
    ring
  obtain ⟨hi0, hiV, hoV⟩ := pole_bounds hU hV
  have hD : outerPole U V ^ 2 - innerPole U V ^ 2 ≠ 0 := by
    have : 0 < outerPole U V ^ 2 - innerPole U V ^ 2 := by nlinarith
    exact this.ne'
  rw [pair _ ho, pair _ hi, invGreen_factor U V w h0 h9]
  unfold outerWeight innerWeight
  field_simp
  ring

/-- One-electron Hamiltonian in the basis (impurity, bath), with impurity level `-U/2`. -/
def oneElectron (U V : ℝ) : Matrix (Fin 2) (Fin 2) ℝ := !![-U / 2, V; V, 0]

/-- Two-electron singlet Hamiltonian in the basis (one electron on each site, both on the
impurity, both on the bath). -/
def singlet (U V : ℝ) : Matrix (Fin 3) (Fin 3) ℝ :=
  !![-U / 2, √2 * V, √2 * V; √2 * V, 0, 0; √2 * V, 0, 0]

/-- For `U, V > 0` a one-electron level minus a nonzero two-electron singlet level is a pole
of the impurity Green's function. -/
theorem level_difference_mem_greenPoles {U V E₁ E₂ : ℝ} (hU : 0 < U) (hV : 0 < V)
    (h₁ : (E₁ • (1 : Matrix (Fin 2) (Fin 2) ℝ) - oneElectron U V).det = 0)
    (h₂ : (E₂ • (1 : Matrix (Fin 3) (Fin 3) ℝ) - singlet U V).det = 0) (hE : E₂ ≠ 0) :
    E₁ - E₂ ∈ greenPoles U V := by
  have h2 : √(2 : ℝ) ^ 2 = 2 := Real.sq_sqrt (by norm_num)
  -- the two secular equations
  have a₁ : E₁ * (E₁ + U / 2) = V ^ 2 := by
    simp [Matrix.det_fin_two, oneElectron] at h₁
    linear_combination h₁
  have a₂ : E₂ * (E₂ + U / 2) = 4 * V ^ 2 := by
    simp [Matrix.det_fin_three, singlet] at h₂
    apply mul_left_cancel₀ hE
    linear_combination h₂ + 2 * E₂ * V ^ 2 * h2
  rw [mem_greenPoles_iff hU hV, quartic_eq]
  linear_combination
    (2 * (E₁ - E₂) ^ 2 + (3 * V ^ 2 - (E₁ * (E₁ + U / 2) - E₂ * (E₂ + U / 2)))) * a₁ +
    (2 * (E₁ - E₂) ^ 2 - (3 * V ^ 2 - (E₁ * (E₁ + U / 2) - E₂ * (E₂ + U / 2)))) * a₂

end

end TwoSiteAnderson
```

```lean
#print axioms TwoSiteAnderson.greenPoles_eq
-- 'TwoSiteAnderson.greenPoles_eq' depends on axioms: [propext, Classical.choice, Quot.sound]
#print axioms TwoSiteAnderson.weights_pos_sum
-- 'TwoSiteAnderson.weights_pos_sum' depends on axioms: [propext, Classical.choice, Quot.sound]
#print axioms TwoSiteAnderson.green_partial_fractions
-- 'TwoSiteAnderson.green_partial_fractions' depends on axioms: [propext, Classical.choice, Quot.sound]
#print axioms TwoSiteAnderson.level_difference_mem_greenPoles
-- 'TwoSiteAnderson.level_difference_mem_greenPoles' depends on axioms: [propext, Classical.choice, Quot.sound]
```

## Exact poles from an assumed self-energy

`greenPoles U V` is the set of real zeros of `invGreen` with 0 and ±3V removed. Lean evaluates division by zero as zero, so without the exclusion w = 0 would count as a zero. `outerPole` and `innerPole` are a and b, and `greenPoles_eq` states the complete list and its strict ordering.

`pole_relations` supplies the product and the sum of squares, `quartic_eq` expands Q, and `invGreen_factor` clears the denominators. `mem_greenPoles_iff` checks the excluded energies, and `pole_bounds` uses the sign of Q(V). In these algebraic steps, `linear_combination` adds multiples of known equations, as in the derivation above.

`weights_pos_sum` proves positivity and normalisation. `green_partial_fractions` pairs the poles at ±p and shows that G⁻¹ times the pole sum is 1 wherever w and all denominators are nonzero.

`level_difference_mem_greenPoles` takes E₁ and E₂ as roots of the characteristic determinants of `oneElectron` and `singlet`. It cancels the factor E₂, then combines the two secular equations into Q(E₁ − E₂) = 0 without solving for square roots.

The self-energy is a definition here, not derived from the Hamiltonian. The matrices confirm pole energies; the weights come from G, not from many-body matrix elements. The model has one bath level and half filling, so it says nothing about a continuous bath or a doped impurity.
